# Bloch-factor symmetry and currentless evanescent modes of a layer with time reversal and a conserved, nondegenerate current

A layer-KKR calculation of a surface or a tunnel junction can reach the complex band structure by diagonalising the transfer matrix of one bulk layer period and sorting its eigenvalues by modulus. Those of modulus 1 belong to propagating waves, the others to evanescent ones. In a finite-channel model of non-interacting electrons, the relations below give a check on the eigenvalues: one without its partners points to a numerical error or to the failure of an assumption made below.

Let M be the n × n complex transfer matrix, acting on the vector v of wave amplitudes. A channel means here one component of v, so waves travelling in opposite directions count as separate channels. M† is the conjugate transpose, conj(M) the entrywise conjugate, and v†w the sum of conj(vᵢ)wᵢ. Two conditions are postulated, each with an invertible matrix.

M†JM = J

conj(M)X = XM

The first is flux conservation, as for a real energy and no absorption; J is the matrix of the current through a plane between layers, up to a constant prefactor. The second is time-reversal symmetry, with X depending on the amplitude basis. Time reversal also flips the wave vector parallel to the layers, so in general it does not give this condition on a single M. It does if that vector is equivalent to its negative, or if a further symmetry restores it and leaves the translation from one layer period to the next unchanged. A twofold rotation about the layer normal does so when this translation is along the normal; inversion does not, because it reverses the translation. Neither condition is derived here from a Schrödinger equation, and truncation to finitely many channels is part of the model.

```lean
import Mathlib

open Matrix

namespace LayerTransferMatrix

noncomputable section

variable {n : Type*} [Fintype n] [DecidableEq n]
```

The current form is v†Jw, conjugate-linear in its first argument. The general theorems do not need J to be Hermitian; a physical J is, which makes v†Jv real.

```lean
/-- The current form `⟨v, J w⟩` between two wave amplitudes. -/
def current (J : Matrix n n ℂ) (v w : n → ℂ) : ℂ := star v ⬝ᵥ (J *ᵥ w)
```

A Bloch factor is an eigenvalue of M, defined by the existence of a nonzero eigenvector.

```lean
/-- `lam` is a Bloch factor of the transfer matrix `M`: some nonzero amplitude is multiplied
by `lam` on crossing one layer period. -/
def IsBlochFactor (M : Matrix n n ℂ) (lam : ℂ) : Prop :=
  ∃ v : n → ℂ, v ≠ 0 ∧ M *ᵥ v = lam • v
```

## (a) Transfer followed by its adjoint

Show that, for every amplitude v,

M†(J(Mv)) = Jv.

**Solution.** Apply both sides of M†JM = J to v and regroup the products.

```lean
omit [DecidableEq n] in
/-- Transfer through a layer, followed by `J` and the adjoint transfer, acts as `J` alone. -/
theorem adjoint_transfer {M J : Matrix n n ℂ} (hM : Mᴴ * J * M = J) (v : n → ℂ) :
    Mᴴ *ᵥ (J *ᵥ (M *ᵥ v)) = J *ᵥ v := by
  have h : (Mᴴ * J * M) *ᵥ v = J *ᵥ v := by rw [hM]
  simpa only [Matrix.mulVec_mulVec, Matrix.mul_assoc] using h
```

In Lean, `ᴴ` is the conjugate transpose and `*ᵥ` applies a matrix to a vector. The hypothesis `hM` is flux conservation, and the proof is the same regrouping.

## (b) The current on both sides of a layer

Show that for all v and w

(Mv)†J(Mw) = v†Jw.

**Solution.** Since (Mv)† = v†M†, the left side is v†(M†(J(Mw))). By (a) this is v†Jw.

```lean
omit [DecidableEq n] in
/-- The current form is the same on both sides of a layer. -/
theorem current_conserved {M J : Matrix n n ℂ} (hM : Mᴴ * J * M = J) (v w : n → ℂ) :
    current J (M *ᵥ v) (M *ᵥ w) = current J v w := by
  unfold current
  rw [Matrix.star_mulVec, ← Matrix.dotProduct_mulVec, adjoint_transfer hM]
```

The rewrites move M† off the first vector and then apply `adjoint_transfer`.

## (c) Mutual current of two modes

Let Mv = λv and Mw = μw, with conj(λ)μ ≠ 1. Show that

v†Jw = 0.

**Solution.** Put the two modes into (b). The factor λ comes out of the first argument conjugated:

conj(λ)μ v†Jw = v†Jw

(conj(λ)μ − 1) v†Jw = 0

The bracket is nonzero, so the current form vanishes.

```lean
omit [DecidableEq n] in
/-- Two modes with Bloch factors `lam` and `mu` have vanishing mutual current
unless `conj lam * mu = 1`. -/
theorem current_eq_zero_of_modes {M J : Matrix n n ℂ} (hM : Mᴴ * J * M = J)
    {lam mu : ℂ} {v w : n → ℂ} (hv : M *ᵥ v = lam • v) (hw : M *ᵥ w = mu • w)
    (hne : star lam * mu ≠ 1) : current J v w = 0 := by
  have h := current_conserved hM v w
  rw [hv, hw] at h
  simp only [current, star_smul, Matrix.mulVec_smul, smul_dotProduct, dotProduct_smul,
    smul_eq_mul] at h
  have h0 : (star lam * mu - 1) * (star v ⬝ᵥ (J *ᵥ w)) = 0 := by linear_combination h
  exact (mul_eq_zero.mp h0).resolve_left (sub_ne_zero.mpr hne)
```

Here `lam` and `mu` are λ and μ, and `star lam` is conj(λ). The step `h0` is the factored equation, and `mul_eq_zero` splits the product.

## (d) The secular equation

Show that λ is a Bloch factor exactly when

det(M − λ1) = 0.

**Solution.** Mv = λv is the same as (M − λ1)v = 0. A square matrix sends some nonzero vector to zero exactly when its determinant vanishes.

```lean
/-- Bloch factors are the roots of the secular determinant. -/
theorem isBlochFactor_iff_det (M : Matrix n n ℂ) (lam : ℂ) :
    IsBlochFactor M lam ↔ (M - lam • (1 : Matrix n n ℂ)).det = 0 := by
  rw [← Matrix.exists_mulVec_eq_zero_iff]
  simp only [IsBlochFactor, Matrix.sub_mulVec, Matrix.smul_mulVec, Matrix.one_mulVec,
    sub_eq_zero]
```

The proof uses Mathlib's form of that determinant criterion and then rearranges the eigenvalue equation. The determinant is used in (f), where an eigenvalue of M† is turned into one of M.

## (e) The time-reversed mode

Let Mv = λv. Show that the amplitude conj(Xv) satisfies

M conj(Xv) = conj(λ) conj(Xv).

**Solution.** For any u, M conj(u) = conj(conj(M)u). Take u = Xv and use the symmetry:

conj(M)Xv = XMv = λXv

Conjugating this gives the claim.

```lean
omit [DecidableEq n] in
/-- If `M v = lam v`, then `M` multiplies the time-reversed amplitude `conj (X v)` by `conj lam`. -/
theorem time_reversed_mode {M X : Matrix n n ℂ} (hX : M.map star * X = X * M)
    {lam : ℂ} {v : n → ℂ} (hv : M *ᵥ v = lam • v) :
    M *ᵥ star (X *ᵥ v) = star lam • star (X *ᵥ v) := by
  have hconj : ∀ u : n → ℂ, M *ᵥ star u = star (M.map star *ᵥ u) := by
    intro u
    ext i
    simp [Matrix.mulVec, dotProduct, mul_comm]
  rw [hconj, Matrix.mulVec_mulVec, hX, ← Matrix.mulVec_mulVec, hv, Matrix.mulVec_smul,
    star_smul]
```

`M.map star` conjugates each entry without transposing, and `star` on a vector conjugates each component. The local statement `hconj` is the identity for u; the final rewrites follow the displayed line.

## (f) Partners of a Bloch factor, and the current of its modes

Let λ be a Bloch factor, with J and X invertible. Show that

λ ≠ 0, and conj(λ), 1/λ and 1/conj(λ) are Bloch factors,

and that, if |λ| ≠ 1, every v with Mv = λv has

v†Jv = 0.

**Solution.** Take v ≠ 0 with Mv = λv. If λ were 0, then (a) would give Jv = M†(J0) = 0, and so v = 0, because J is invertible. This is a contradiction.

The vector conj(Xv) is nonzero because X is invertible, so (e) makes conj(λ) a Bloch factor.

For the inverse conjugate, put Mv = λv into (a) and divide by λ:

M†(Jv) = (1/λ) Jv

As Jv ≠ 0, this is an eigenvector of M†, and det(M† − (1/λ)1) = 0. The determinant of an adjoint is the conjugate of the determinant, so

det(M − (1/conj(λ))1) = conj(det(M† − (1/λ)1)) = 0,

and (d) makes 1/conj(λ) a Bloch factor. Time reversal applied to this factor gives 1/λ.

For the current, set w = v and μ = λ in (c). The condition there becomes |λ|² ≠ 1, which is the same as |λ| ≠ 1.

```lean
/-- If `Mᴴ J M = J` and `conj M X = X M` with `J` and `X` invertible, each Bloch factor `lam` is
nonzero and comes with `conj lam`, `1 / lam` and `1 / conj lam`; its modes carry no current if
`|lam| ≠ 1`. -/
theorem bloch_factor_quadruple {M J X : Matrix n n ℂ} (hM : Mᴴ * J * M = J)
    (hJ : J.det ≠ 0) (hX : M.map star * X = X * M) (hXdet : X.det ≠ 0)
    {lam : ℂ} (hlam : IsBlochFactor M lam) :
    lam ≠ 0 ∧ IsBlochFactor M (star lam) ∧ IsBlochFactor M lam⁻¹ ∧
      IsBlochFactor M (star lam)⁻¹ ∧
      (‖lam‖ ≠ 1 → ∀ v : n → ℂ, M *ᵥ v = lam • v → current J v v = 0) := by
  -- a zero Bloch factor would make `J` singular
  have hzero : ∀ z : ℂ, IsBlochFactor M z → z ≠ 0 := by
    rintro z ⟨v, hv0, hv⟩ rfl
    have h := adjoint_transfer hM v
    rw [hv, zero_smul, Matrix.mulVec_zero, Matrix.mulVec_zero] at h
    exact hv0 (Matrix.eq_zero_of_mulVec_eq_zero hJ h.symm)
  -- time reversal gives the complex conjugate
  have hstar : ∀ z : ℂ, IsBlochFactor M z → IsBlochFactor M (star z) := by
    rintro z ⟨v, hv0, hv⟩
    refine ⟨star (X *ᵥ v), ?_, time_reversed_mode hX hv⟩
    intro h
    exact hv0 (Matrix.eq_zero_of_mulVec_eq_zero hXdet (star_eq_zero.mp h))
  -- current conservation gives the inverse conjugate, through the adjoint matrix
  have hinv : IsBlochFactor M (star lam)⁻¹ := by
    have hl := hzero lam hlam
    obtain ⟨v, hv0, hv⟩ := hlam
    have h := adjoint_transfer hM v
    rw [hv, Matrix.mulVec_smul, Matrix.mulVec_smul] at h
    have hadj : IsBlochFactor Mᴴ lam⁻¹ :=
      ⟨J *ᵥ v, fun h0 => hv0 (Matrix.eq_zero_of_mulVec_eq_zero hJ h0),
        ((inv_smul_eq_iff₀ hl).mpr h.symm).symm⟩
    rw [isBlochFactor_iff_det] at hadj ⊢
    have hmat : M - (star lam)⁻¹ • (1 : Matrix n n ℂ)
        = (Mᴴ - lam⁻¹ • (1 : Matrix n n ℂ))ᴴ := by
      rw [Matrix.conjTranspose_sub, Matrix.conjTranspose_smul,
        Matrix.conjTranspose_conjTranspose, Matrix.conjTranspose_one, star_inv₀]
    rw [hmat, Matrix.det_conjTranspose, hadj, star_zero]
  refine ⟨hzero lam hlam, hstar lam hlam, ?_, hinv, ?_⟩
  · have h := hstar _ hinv
    rwa [star_inv₀, star_star] at h
  · intro hne v hv
    refine current_eq_zero_of_modes hM hv hv ?_
    intro h
    have h1 := congrArg norm h
    rw [norm_mul, norm_star, norm_one] at h1
    exact hne ((mul_self_eq_one_iff.mp h1).resolve_right
      (fun h2 => by linarith [norm_nonneg lam]))
```

The hypotheses `hJ` and `hXdet` express invertibility through nonzero determinants. With X invertible, `hX` is equivalent to conj(M) = XMX⁻¹. In the proof, `hzero`, `hstar` and `hinv` are the first three steps by hand; `hadj` is the eigenvector Jv of M†, and `hmat` identifies the two matrices in the determinant equation. The last lines take norms and exclude the root −1 of |λ|² = 1.

The four numbers need not be distinct: some of them coincide when λ is real or has modulus 1. The theorem says nothing about multiplicities. Nor does it say that a mode with |λ| = 1 carries a nonzero current.

A slip lies close by in the third step: reading M†(Jv) = (1/λ)Jv as if 1/λ were already an eigenvalue of M. The eigenvalues of M† are the conjugates of those of M, so flux conservation alone yields 1/conj(λ). Two channels show the difference, and also what fails without time reversal:

M = diag(2i, i/2), J = [[0, 1], [1, 0]]

Here M†JM = J, since conj(2i)(i/2) = 1, and J is invertible. The eigenvalue 2i has its partner 1/conj(2i) = i/2, but neither conj(2i) = −2i nor 1/(2i) = −i/2 is an eigenvalue. No invertible X can satisfy the symmetry condition, because conj(M) and M have different spectra.

## (g) Superpositions of decaying modes

Let Mvᵢ = λᵢvᵢ with |λᵢ| < 1 for each i in a finite index set. Show that the sum V = Σᵢ vᵢ satisfies

V†JV = 0.

**Solution.** Expand the form:

V†JV = Σᵢ Σⱼ vᵢ†Jvⱼ

For each pair, |conj(λᵢ)λⱼ| = |λᵢ||λⱼ| < 1, so the product is not 1 and (c) removes the term. This includes the terms with i = j.

```lean
omit [DecidableEq n] in
/-- A finite superposition of modes whose Bloch factors all have modulus below 1 carries no current.
-/
theorem decaying_superposition_no_current {M J : Matrix n n ℂ} (hM : Mᴴ * J * M = J)
    {ι : Type*} [Fintype ι] (lam : ι → ℂ) (v : ι → n → ℂ)
    (hv : ∀ i, M *ᵥ v i = lam i • v i) (hdecay : ∀ i, ‖lam i‖ < 1) :
    current J (∑ i, v i) (∑ i, v i) = 0 := by
  have hsum : J *ᵥ (∑ i, v i) = ∑ i, J *ᵥ v i := map_sum J.mulVecLin v Finset.univ
  unfold current
  rw [hsum, star_sum, sum_dotProduct]
  refine Finset.sum_eq_zero fun i _ => ?_
  rw [dotProduct_sum]
  refine Finset.sum_eq_zero fun j _ => ?_
  -- every cross term vanishes, since the product of the factors has modulus below one
  refine current_eq_zero_of_modes hM (hv i) (hv j) ?_
  intro h
  have h1 := congrArg norm h
  rw [norm_mul, norm_star, norm_one] at h1
  nlinarith [hdecay i, hdecay j,
    mul_nonneg (norm_nonneg (lam i)) (sub_nonneg.mpr (hdecay j).le)]
```

The index type `ι` labels the modes. Amplitudes are absorbed into the vectors `v i`, which may be zero or linearly dependent. The proof expands the two sums and applies `current_eq_zero_of_modes` to each term; `nlinarith` refutes |λᵢ||λⱼ| = 1. Neither J nor X has to be invertible, and time reversal is not used. Generalised eigenvectors of a non-diagonalisable M are not included.

For surface scattering this means that, in the finite-channel, non-interacting model, no current enters a half-infinite crystal in which the wave is such a superposition.

## (h) A four-channel layer with four different factors

Take the diagonal matrix M = diag(2i, −2i, −i/2, i/2). Let J exchange channels 1 and 4 and channels 2 and 3, and let X exchange 1 and 2 and also 3 and 4. Show that

M†JM = J, J† = J, conj(M)X = XM, det J ≠ 0, det X ≠ 0.

**Solution.** The matrix J is real and symmetric, hence Hermitian. Its nonzero entries are reproduced by M†JM because

conj(2i)(i/2) = 1 and conj(−2i)(−i/2) = 1,

together with the conjugates of these equations. Conjugating M exchanges 2i with −2i and −i/2 with i/2, which is what X does to the channels. Finally J² = X² = 1, so each determinant squares to 1 and is nonzero.

Channels 1 to 4 have the indices 0 to 3 in Lean. The transfer matrix comes first:

```lean
/-- A four-channel transfer matrix with diagonal entries `2i, -2i, -i/2, i/2`. -/
def sampleM : Matrix (Fin 4) (Fin 4) ℂ :=
  !![2 * Complex.I, 0, 0, 0; 0, -(2 * Complex.I), 0, 0;
     0, 0, -(Complex.I / 2), 0; 0, 0, 0, Complex.I / 2]
```

The current matrix is

```lean
/-- A current matrix coupling channel 1 with 4 and channel 2 with 3. -/
def sampleJ : Matrix (Fin 4) (Fin 4) ℂ :=
  !![0, 0, 0, 1; 0, 0, 1, 0; 0, 1, 0, 0; 1, 0, 0, 0]
```

and the matrix X is

```lean
/-- The matrix `X` of the sample, exchanging channels 1 and 2, and channels 3 and 4. -/
def sampleX : Matrix (Fin 4) (Fin 4) ℂ :=
  !![0, 1, 0, 0; 1, 0, 0, 0; 0, 0, 0, 1; 0, 0, 1, 0]
```

The theorem checks the five properties. Its step `hdet` is the determinant argument, and the matrix identities are verified entry by entry.

```lean
/-- The four-channel sample satisfies the conditions on `M`, `J` and `X` in
`bloch_factor_quadruple`, and its `J` is Hermitian. -/
theorem bloch_factor_quadruple_witness :
    sampleMᴴ * sampleJ * sampleM = sampleJ ∧ sampleJᴴ = sampleJ ∧ sampleJ.det ≠ 0 ∧
      sampleM.map star * sampleX = sampleX * sampleM ∧ sampleX.det ≠ 0 := by
  -- a matrix that squares to one is invertible
  have hdet : ∀ A : Matrix (Fin 4) (Fin 4) ℂ, A * A = 1 → A.det ≠ 0 := by
    intro A hA h
    have h1 := congrArg Matrix.det hA
    rw [Matrix.det_mul, h, Matrix.det_one, zero_mul] at h1
    exact zero_ne_one h1
  have h2 : (starRingEnd ℂ) 2 = 2 := by
    rw [Complex.conj_eq_iff_im]
    simp
  refine ⟨?_, ?_, hdet _ ?_, ?_, hdet _ ?_⟩ <;> ext i j <;> fin_cases i <;> fin_cases j <;>
    simp [sampleM, sampleJ, sampleX, Matrix.mul_apply, Fin.sum_univ_four, Complex.ext_iff, h2] <;>
    norm_num [h2]
```

With λ = 2i, the diagonal entries are λ, conj(λ), 1/λ and 1/conj(λ), in this order. The sample is an algebraic test of the postulated conditions, not a physical layer: physical time reversal also reverses the current, X†conj(J)X = −J, whereas here X†conj(J)X = J. Changing the sign of the two entries of J that couple channels 2 and 3 would satisfy this further condition and keep the five properties above.

## (i) A growing and a decaying mode together

In the same layer, let e₁ and e₄ be the unit vectors of channels 1 and 4. Show that

Me₁ = 2i e₁, Me₄ = (i/2) e₄, (e₁ + e₄)†J(e₁ + e₄) = 2.

**Solution.** The first two equations read off the diagonal of M. Since J exchanges e₁ and e₄, it leaves e₁ + e₄ unchanged, and the form equals the squared norm of that vector, which is 2. For the normalised vector (e₁ + e₄)/√2 the current is 1, in the units fixed by J.

```lean
/-- In the four-channel sample a growing mode and a decaying mode together carry current 2. -/
theorem growing_and_decaying_carry_current :
    sampleM *ᵥ ![1, 0, 0, 0] = (2 * Complex.I) • ![1, 0, 0, 0] ∧
      sampleM *ᵥ ![0, 0, 0, 1] = (Complex.I / 2) • ![0, 0, 0, 1] ∧
      current sampleJ (![1, 0, 0, 0] + ![0, 0, 0, 1]) (![1, 0, 0, 0] + ![0, 0, 0, 1]) = 2 := by
  refine ⟨?_, ?_, ?_⟩
  · ext i
    fin_cases i <;> simp [sampleM, Matrix.mulVec, dotProduct, Fin.sum_univ_four]
  · ext i
    fin_cases i <;> simp [sampleM, Matrix.mulVec, dotProduct, Fin.sum_univ_four]
  · simp [current, sampleJ, Matrix.mulVec, dotProduct, Fin.sum_univ_four]
    try norm_num

end

end LayerTransferMatrix
```

Lean evaluates the three equations by components. Each mode alone carries no current, by (f). Their cross terms can survive because conj(2i)(i/2) = 1 is the case excluded in (c), so the restriction to decaying modes in (g) matters. In a tunnel barrier of finite thickness both kinds of mode can be present, and current can flow through their interference.

```lean
#print axioms LayerTransferMatrix.bloch_factor_quadruple
-- 'LayerTransferMatrix.bloch_factor_quadruple' depends on axioms: [propext, Classical.choice, Quot.sound]
#print axioms LayerTransferMatrix.decaying_superposition_no_current
-- 'LayerTransferMatrix.decaying_superposition_no_current' depends on axioms: [propext, Classical.choice, Quot.sound]
#print axioms LayerTransferMatrix.growing_and_decaying_carry_current
-- 'LayerTransferMatrix.growing_and_decaying_carry_current' depends on axioms: [propext, Classical.choice, Quot.sound]
```
